# With a positive definite small-component matrix, deleting spin-orbit terms before elimination gives a scalar Hamiltonian no higher than spin-averaging afterwards

Take one complex orbital, such as $p_{+1}$, with scalar part $d$ and a spin-orbit term $s\sigma_z$. The two-component matrix is $M=\mathrm{diag}(d+s,\,d-s)$, positive definite when $d>|s|$. Averaging its inverse over spin gives

$$\frac12\left(\frac1{d+s}+\frac1{d-s}\right)-\frac1d=\frac{s^2}{d(d^2-s^2)}\ \ge 0,$$

with equality only for $s=0$. Spin-orbit coupling moves the two denominators apart symmetrically, and the mean of the inverses exceeds the inverse of the mean. With several orbitals, the scalar part is a matrix $D$ that need not commute with the spin-orbit matrices, so the scalar formula is replaced by a matrix identity.

## Orbitals, spin and the eliminated Hamiltonian

The finite index types `m` and `n` label the large- and small-component basis functions.

In Lean 4 with Mathlib:

```lean
import Mathlib

open Matrix
open scoped Kronecker ComplexOrder

namespace SpinOrbitElimination

noncomputable section

variable {m n : Type*} [Fintype m] [Fintype n] [DecidableEq n]
```

Spin has two values, 0 for up and 1 for down. The Pauli matrices are numbered 0, 1, 2 for $x,y,z$.

```lean
/-- The three Pauli matrices, in the order x, y, z. -/
def pauli : Fin 3 → Matrix (Fin 2) (Fin 2) ℂ :=
  ![!![0, 1; 1, 0], !![0, -Complex.I; Complex.I, 0], !![1, 0; 0, -1]]
```

A spin-free operator is $A\otimes 1$. The matrix $A$ may be rectangular, because the two components may have basis sets of different size.

```lean
/-- An orbital matrix acting identically on both spin components. -/
def spinFree {a b : Type*} (A : Matrix a b ℂ) : Matrix (a × Fin 2) (b × Fin 2) ℂ :=
  A ⊗ₖ (1 : Matrix (Fin 2) (Fin 2) ℂ)
```

The general two-component matrix is

$$M=D\otimes 1+\sum_{k=0}^{2}S_k\otimes\sigma_k=\begin{pmatrix}D+S_2&S_0-iS_1\\S_0+iS_1&D-S_2\end{pmatrix},$$

displayed in spin blocks.

```lean
/-- The two-component matrix with scalar part `D` and spin-orbit parts `S k`. -/
def twoComponent {a : Type*} (D : Matrix a a ℂ) (S : Fin 3 → Matrix a a ℂ) :
    Matrix (a × Fin 2) (a × Fin 2) ℂ :=
  spinFree D + ∑ k, S k ⊗ₖ pauli k
```

The spin average is half the partial trace over spin, $\langle X\rangle_{ij}=\tfrac12(X_{i0,j0}+X_{i1,j1})$. The factor one half makes $\langle A\otimes1\rangle=A$.

```lean
/-- The spin average: half the partial trace over spin. -/
def spinAverage {a : Type*} (X : Matrix (a × Fin 2) (a × Fin 2) ℂ) : Matrix a a ℂ :=
  Matrix.of fun i j => (X (i, 0) (j, 0) + X (i, 1) (j, 1)) / 2
```

For a spin-free potential $V$ and coupling $B$, elimination of the small component leaves $V\otimes1+(B^\dagger\otimes1)M^{-1}(B\otimes1)$.

The modified Dirac equation in a finite basis has this form at a fixed energy $E$, measured from the rest energy. It writes the small component as $(\boldsymbol\sigma\cdot\mathbf p)\chi/2mc$ and takes $\chi$ as the unknown, which makes the coupling spin-free. There $B$ is the kinetic-energy matrix $T$, and $M=(1+E/2mc^2)\,T\otimes1-W/4m^2c^2$, where $m$ is the electron mass and $W$ represents $(\boldsymbol\sigma\cdot\mathbf p)V(\boldsymbol\sigma\cdot\mathbf p)$. The spin-dependent part of $W$ supplies the $S_k$. For an attractive potential, $V\le0$, linearly independent basis functions and $E>-2mc^2$, this $M$ is positive definite: the energy lies above the range where the elimination denominators could change sign. The code takes positive definiteness as a hypothesis and does not construct these matrices.

```lean
/-- The Hamiltonian left after eliminating the small component, for a scalar potential `V`,
a spin-free coupling `B` and an invertible small-component matrix `M`. -/
def eliminated (V : Matrix m m ℂ) (B : Matrix n m ℂ)
    (M : Matrix (n × Fin 2) (n × Fin 2) ℂ) : Matrix (m × Fin 2) (m × Fin 2) ℂ :=
  spinFree V + spinFree Bᴴ * M⁻¹ * spinFree B
```

## What the spin average keeps

If $M=D\otimes1$, the upper diagonal block gives $S_2=0$. The off-diagonal blocks give $S_0-iS_1=0$ and $S_0+iS_1=0$, whose half-sum and difference yield $S_0=S_1=0$. The converse is immediate. In the proof, `z`, `b` and `c` are these block equations entry by entry, and `linear_combination` solves them.

```lean
/-- A two-component matrix equals its scalar part exactly when all spin-orbit parts vanish. -/
theorem twoComponent_eq_spinFree_iff {a : Type*} (D : Matrix a a ℂ)
    (S : Fin 3 → Matrix a a ℂ) : twoComponent D S = spinFree D ↔ ∀ k, S k = 0 := by
  constructor
  · intro h
    have e : ∀ p q, twoComponent D S p q = spinFree D p q := fun p q => by rw [h]
    -- read off the spin blocks
    have z : ∀ i j, S 2 i j = 0 := fun i j => by
      simpa [twoComponent, spinFree, pauli, Fin.sum_univ_three] using e (i, 0) (j, 0)
    have b : ∀ i j, S 0 i j + -(S 1 i j * Complex.I) = 0 := fun i j => by
      simpa [twoComponent, spinFree, pauli, Fin.sum_univ_three] using e (i, 0) (j, 1)
    have c : ∀ i j, S 0 i j + S 1 i j * Complex.I = 0 := fun i j => by
      simpa [twoComponent, spinFree, pauli, Fin.sum_univ_three] using e (i, 1) (j, 0)
    have h0 : S 0 = 0 := by
      ext i j
      change S 0 i j = 0
      linear_combination (b i j + c i j) / 2
    have h1 : S 1 = 0 := by
      ext i j
      change S 1 i j = 0
      linear_combination (-Complex.I / 2) * (c i j - b i j) + S 1 i j * Complex.I_sq
    have h2 : S 2 = 0 := by
      ext i j
      exact z i j
    intro k
    fin_cases k
    exacts [h0, h1, h2]
  · intro h
    simp [twoComponent, h]
```

The diagonal blocks of $M$ are $D+S_2$ and $D-S_2$, so $\langle M\rangle=D$.

```lean
/-- The spin average of a two-component matrix is its scalar part. -/
theorem spinAverage_twoComponent {a : Type*} (D : Matrix a a ℂ)
    (S : Fin 3 → Matrix a a ℂ) : spinAverage (twoComponent D S) = D := by
  ext i j
  simp [spinAverage, twoComponent, spinFree, pauli, Fin.sum_univ_three]
  ring
```

Spin-free factors do not mix spin components. For each spin $s$,

$$[(A\otimes1)X(B\otimes1)]_{is,js}=\sum_{k,l}A_{ik}X_{ks,ls}B_{lj}.$$

Averaging over $s$ gives $\langle(A\otimes1)X(B\otimes1)\rangle=A\langle X\rangle B$. The auxiliary statement `h` is the displayed formula; the remaining lines rearrange finite sums.

```lean
omit [Fintype m] [DecidableEq n] in
/-- Spin-free factors on either side can be taken out of the spin average. -/
theorem spinAverage_sandwich (A : Matrix m n ℂ) (X : Matrix (n × Fin 2) (n × Fin 2) ℂ)
    (B : Matrix n m ℂ) :
    spinAverage (spinFree A * X * spinFree B) = A * spinAverage X * B := by
  have h : ∀ i j s, (spinFree A * X * spinFree B) (i, s) (j, s)
      = ∑ l, (∑ k, A i k * X (k, s) (l, s)) * B l j := fun i j s => by
    simp [spinFree, Matrix.mul_apply, Fintype.sum_prod_type, Matrix.one_apply]
  ext i j
  simp only [spinAverage, Matrix.of_apply, h, Matrix.mul_apply]
  rw [← Finset.sum_add_distrib, Finset.sum_div]
  refine Finset.sum_congr rfl fun l _ => ?_
  rw [← add_mul, ← Finset.sum_add_distrib, mul_div_right_comm, Finset.sum_div]
  congr 1
  exact Finset.sum_congr rfl fun k _ => by ring
```

If $X\ge0$, both of its diagonal spin blocks are positive semidefinite, and so is half their sum. If in addition $\langle X\rangle=0$, then $\mathrm{tr}\,X=2\,\mathrm{tr}\langle X\rangle=0$. The eigenvalues of $X$ are nonnegative and sum to zero, hence $X=0$. The code takes the blocks with `submatrix` and uses `trace_eq_zero_iff` for the last inference.

```lean
omit [DecidableEq n] in
/-- The spin average of a positive semidefinite matrix is positive semidefinite, and it
vanishes only if the matrix itself vanishes. -/
theorem spinAverage_posSemidef {X : Matrix (n × Fin 2) (n × Fin 2) ℂ} (hX : X.PosSemidef) :
    (spinAverage X).PosSemidef ∧ (spinAverage X = 0 → X = 0) := by
  constructor
  · have h := ((hX.submatrix fun i : n => (i, (0 : Fin 2))).add
      (hX.submatrix fun i : n => (i, (1 : Fin 2)))).smul (show (0 : ℝ) ≤ 1 / 2 by norm_num)
    convert h using 1
    ext i j
    simp [spinAverage]
    ring
  · intro h0
    -- the full trace is twice the trace of the spin average
    refine hX.trace_eq_zero_iff.mp ?_
    simp only [Matrix.trace, Matrix.diag_apply, Fintype.sum_prod_type, Fin.sum_univ_two]
    refine Finset.sum_eq_zero fun i _ => ?_
    have h : (X (i, 0) (i, 0) + X (i, 1) (i, 1)) / 2 = 0 := congrFun (congrFun h0 i) i
    linear_combination 2 * h
```

If $X$ is positive definite, test it on $v\otimes e_s$, with $v\ne0$ and $e_s$ a pure spin state. The result, $v^\dagger X_{ss}v>0$, shows that each diagonal block $X_{ss}$ is positive definite, and therefore $\langle X\rangle$ is too. Applied to $M$, this gives $D>0$, so $D^{-1}$ is a true inverse and needs no hypothesis of its own.

```lean
omit [DecidableEq n] in
/-- The spin average of a positive definite matrix is positive definite. -/
theorem spinAverage_posDef {X : Matrix (n × Fin 2) (n × Fin 2) ℂ} (hX : X.PosDef) :
    (spinAverage X).PosDef := by
  -- each diagonal spin block is positive definite: test with a pure spin state
  have hs : ∀ s : Fin 2, (X.submatrix (fun i : n => (i, s)) fun i => (i, s)).PosDef := by
    intro s
    refine posDef_iff_dotProduct_mulVec.mpr ⟨hX.isHermitian.submatrix _, ?_⟩
    intro v hv
    have hne : (fun q : n × Fin 2 => if q.2 = s then v q.1 else 0) ≠ 0 := fun h =>
      hv (funext fun i => by simpa using congrFun h (i, s))
    have h := hX.dotProduct_mulVec_pos hne
    convert h using 1
    fin_cases s <;> simp [dotProduct, mulVec, Fintype.sum_prod_type, Fin.sum_univ_two]
  have h := ((hs 0).add (hs 1)).smul (show (0 : ℝ) < 1 / 2 by norm_num)
  convert h using 1
  ext i j
  simp [spinAverage]
  ring
```

## The gap as an averaged square

Write $F=D^{-1}\otimes1$ and $K=M^{-1}-F$. Expanding,

$$KMK=M^{-1}-2F+FMF.$$

Now average. Spin-free factors come out, and $\langle M\rangle=D$, so

$$\langle KMK\rangle=\langle M^{-1}\rangle-2D^{-1}+D^{-1}DD^{-1}=\langle M^{-1}\rangle-D^{-1}.$$

In the proof, `key` is the expansion and `lin` is the linearity of the average. No commutation between $D$ and the $S_k$ is used.

```lean
/-- For positive definite `M`, the averaged inverse minus the inverse of the scalar part is
the spin average of `K M K`, where `K` is the difference of the two inverses before averaging. -/
theorem gap_identity {D : Matrix n n ℂ} {S : Fin 3 → Matrix n n ℂ}
    (hM : (twoComponent D S).PosDef) :
    spinAverage (twoComponent D S)⁻¹ - D⁻¹ =
      spinAverage (((twoComponent D S)⁻¹ - spinFree D⁻¹) * twoComponent D S *
        ((twoComponent D S)⁻¹ - spinFree D⁻¹)) := by
  have hD := spinAverage_posDef hM
  rw [spinAverage_twoComponent] at hD
  have hu := (isUnit_iff_isUnit_det _).mp hM.isUnit
  have key : ∀ P F M : Matrix (n × Fin 2) (n × Fin 2) ℂ, P * M = 1 → M * P = 1 →
      (P - F) * M * (P - F) = P - F - F + F * M * F := by
    intro P F M h1 h2
    calc (P - F) * M * (P - F)
        = (P * M) * P - (P * M) * F - F * (M * P) + F * M * F := by noncomm_ring
      _ = P - F - F + F * M * F := by rw [h1, h2, one_mul, one_mul, mul_one]
  have lin : ∀ X Y : Matrix (n × Fin 2) (n × Fin 2) ℂ,
      spinAverage (X - spinFree D⁻¹ - spinFree D⁻¹ + Y)
        = spinAverage X - D⁻¹ - D⁻¹ + spinAverage Y := by
    intro X Y
    ext i j
    simp [spinAverage, spinFree]
    ring
  rw [key _ _ _ (nonsing_inv_mul _ hu) (mul_nonsing_inv _ hu), lin, spinAverage_sandwich,
    spinAverage_twoComponent, nonsing_inv_mul _ ((isUnit_iff_isUnit_det _).mp hD.isUnit),
    one_mul]
  abel
```

Call the gap $G=\langle M^{-1}\rangle-D^{-1}$. Both $M$ and $D$ are Hermitian, so $K$ is Hermitian and $KMK=K^\dagger MK\ge0$. Its average is $G$, hence $G\ge0$.

Suppose $G=0$. Then $KMK=0$, because a positive semidefinite matrix with zero average vanishes. For every vector $v$ this gives $(Kv)^\dagger M(Kv)=0$, and definiteness of $M$ forces $Kv=0$. So $K=0$, $M^{-1}=D^{-1}\otimes1$ and $M=D\otimes1$, which means that every $S_k$ is zero. Conversely, if all $S_k$ vanish, then $K=0$ and $G=0$.

The theorem `averaged_inverse_ge` states both parts. Its only hypothesis, `(twoComponent D S).PosDef`, includes Hermiticity of $M$, which already makes $D$ and the $S_k$ Hermitian. Requiring only that $M$ be Hermitian and invertible with $D>0$ would not be enough: in the one-orbital case $d=1$, $s=2$ gives a gap of $-4/3$. In the code, `hP` is the positivity of $KMK$, `hv` is the argument for $Kv=0$, and the final `calc` recovers $M$ from its inverse.

```lean
/-- For a positive definite two-component matrix, the spin average of the inverse exceeds the
inverse of the scalar part by a positive semidefinite matrix, which vanishes exactly when
all spin-orbit parts vanish. -/
theorem averaged_inverse_ge {D : Matrix n n ℂ} {S : Fin 3 → Matrix n n ℂ}
    (hM : (twoComponent D S).PosDef) :
    (spinAverage (twoComponent D S)⁻¹ - D⁻¹).PosSemidef ∧
      (spinAverage (twoComponent D S)⁻¹ - D⁻¹ = 0 ↔ ∀ k, S k = 0) := by
  have hD := spinAverage_posDef hM
  rw [spinAverage_twoComponent] at hD
  have hu := (isUnit_iff_isUnit_det _).mp hM.isUnit
  have hF : (spinFree D⁻¹)ᴴ = spinFree D⁻¹ := by
    rw [spinFree, conjTranspose_kronecker, hD.isHermitian.inv.eq, conjTranspose_one]
  have hFD : spinFree D⁻¹ * spinFree D = 1 := by
    rw [spinFree, spinFree, ← mul_kronecker_mul,
      nonsing_inv_mul _ ((isUnit_iff_isUnit_det _).mp hD.isUnit), one_mul, one_kronecker_one]
  rw [gap_identity hM, ← twoComponent_eq_spinFree_iff D S]
  obtain ⟨K, hK⟩ : ∃ K, K = (twoComponent D S)⁻¹ - spinFree D⁻¹ := ⟨_, rfl⟩
  have hKh : Kᴴ = K := by rw [hK, conjTranspose_sub, hM.isHermitian.inv.eq, hF]
  rw [← hK]
  have hP := hM.posSemidef.conjTranspose_mul_mul_same K
  rw [hKh] at hP
  refine ⟨(spinAverage_posSemidef hP).1, fun h => ?_, fun h => ?_⟩
  · have h0 := (spinAverage_posSemidef hP).2 h
    -- definiteness of the two-component matrix forces K = 0
    have hv : ∀ v, K *ᵥ v = 0 := by
      intro v
      by_contra hne
      have hpos := hM.dotProduct_mulVec_pos hne
      rw [star_mulVec, ← dotProduct_mulVec, mulVec_mulVec, mulVec_mulVec, hKh,
        h0, zero_mulVec, dotProduct_zero] at hpos
      exact lt_irrefl _ hpos
    have hK0 : K = 0 := by
      ext i j
      simpa using congrFun (hv (Pi.single j 1)) i
    have hinv : (twoComponent D S)⁻¹ = spinFree D⁻¹ := sub_eq_zero.mp (hK.symm.trans hK0)
    calc twoComponent D S
        = twoComponent D S * (spinFree D⁻¹ * spinFree D) := by rw [hFD, mul_one]
      _ = spinFree D := by rw [← mul_assoc, ← hinv, mul_nonsing_inv _ hu, one_mul]
  · have hK0 : K = 0 := by
      rw [hK, h, inv_eq_left_inv hFD, sub_self]
    rw [hK0, mul_zero]
    ext i j
    simp [spinAverage]
```

## The two scalar Hamiltonians

Let $\varphi$ be the large component and $\chi$ the small one; in the modified Dirac case $\chi$ is instead the function that $\boldsymbol\sigma\cdot\mathbf p/2mc$ turns into the small component. The small-component equation $(B\otimes1)\varphi=M\chi$ gives $\chi=M^{-1}(B\otimes1)\varphi$. Substitution into the large-component expression yields

$$(V\otimes1)\varphi+(B^\dagger\otimes1)\chi=\left[V\otimes1+(B^\dagger\otimes1)M^{-1}(B\otimes1)\right]\varphi.$$

This identifies `eliminated V B M` as the operator obtained from the coupled equations.

```lean
/-- If the small component `χ` solves `B φ = M χ` with `M` positive definite, the
large-component expression `V φ + B† χ` is the eliminated Hamiltonian applied to `φ`. -/
theorem eliminated_mulVec (V : Matrix m m ℂ) (B : Matrix n m ℂ)
    {M : Matrix (n × Fin 2) (n × Fin 2) ℂ} (hM : M.PosDef) {φ : m × Fin 2 → ℂ}
    {χ : n × Fin 2 → ℂ} (h : spinFree B *ᵥ φ = M *ᵥ χ) :
    spinFree V *ᵥ φ + spinFree Bᴴ *ᵥ χ = eliminated V B M *ᵥ φ := by
  rw [eliminated, add_mulVec, ← mulVec_mulVec, h, mulVec_mulVec, Matrix.mul_assoc,
    nonsing_inv_mul _ ((isUnit_iff_isUnit_det _).mp hM.isUnit), Matrix.mul_one]
```

Averaging after elimination gives $V+B^\dagger\langle M^{-1}\rangle B$. Deleting the $S_k$ first gives $V+B^\dagger D^{-1}B$. Their difference is $B^\dagger GB$, and for any $x$,

$$x^\dagger B^\dagger GBx=(Bx)^\dagger G(Bx)\ge0.$$

This is the meaning of "no higher": the expectation value in any fixed orbital state is at least as large when the average is taken afterwards.

If $BC=1$ for some matrix $C$, then $C^\dagger(B^\dagger GB)C=G$, so the two Hamiltonians agree only when $G=0$, that is, when all spin-orbit parts vanish. Some condition on $B$ is needed here, since $B=0$ hides every gap. In the modified Dirac case with linearly independent basis functions, $T$ is invertible and supplies $C=T^{-1}$.

In `scalar_hamiltonian_le`, `hgap` is the formula for the difference, and the closing `calc` is the multiplication by $C^\dagger$ and $C$. For one-electron equations in a finite basis at fixed energy, the theorem shows that a scalar relativistic Hamiltonian depends on the stage at which spin-orbit coupling is removed, and it gives the sign of the difference. It compares operators built from the same $V$, $B$ and $M$; changes in $E$, in the normalisation of the large component or in a self-consistent potential would need a separate argument.

```lean
/-- For a positive definite small-component matrix, deleting spin-orbit terms before elimination
gives a scalar Hamiltonian no higher than averaging over spin afterwards. If `B` has a right
inverse, the two agree exactly when all spin-orbit parts vanish. -/
theorem scalar_hamiltonian_le (V : Matrix m m ℂ) (B : Matrix n m ℂ) {D : Matrix n n ℂ}
    {S : Fin 3 → Matrix n n ℂ} (hM : (twoComponent D S).PosDef) :
    (spinAverage (eliminated V B (twoComponent D S)) - (V + Bᴴ * D⁻¹ * B)).PosSemidef ∧
      ((∃ C : Matrix m n ℂ, B * C = 1) →
        (spinAverage (eliminated V B (twoComponent D S)) = V + Bᴴ * D⁻¹ * B ↔
          ∀ k, S k = 0)) := by
  obtain ⟨hpos, hzero⟩ := averaged_inverse_ge hM
  have lin : ∀ Y : Matrix (m × Fin 2) (m × Fin 2) ℂ,
      spinAverage (spinFree V + Y) = V + spinAverage Y := by
    intro Y
    ext i j
    simp [spinAverage, spinFree]
    ring
  -- the difference of the Hamiltonians is the gap seen through the coupling
  have hgap : spinAverage (eliminated V B (twoComponent D S)) - (V + Bᴴ * D⁻¹ * B)
      = Bᴴ * (spinAverage (twoComponent D S)⁻¹ - D⁻¹) * B := by
    rw [eliminated, lin, spinAverage_sandwich, Matrix.mul_sub, Matrix.sub_mul]
    abel
  refine ⟨hgap ▸ hpos.conjTranspose_mul_mul_same B, ?_⟩
  rintro ⟨C, hC⟩
  rw [← sub_eq_zero, hgap, ← hzero]
  refine ⟨fun h => ?_, fun h => by rw [h, Matrix.mul_zero, Matrix.zero_mul]⟩
  have hC' : Cᴴ * Bᴴ = 1 := by rw [← conjTranspose_mul, hC, conjTranspose_one]
  calc spinAverage (twoComponent D S)⁻¹ - D⁻¹
      = (Cᴴ * Bᴴ) * (spinAverage (twoComponent D S)⁻¹ - D⁻¹) * (B * C) := by
        rw [hC, hC', Matrix.one_mul, Matrix.mul_one]
    _ = Cᴴ * (Bᴴ * (spinAverage (twoComponent D S)⁻¹ - D⁻¹) * B) * C := by
        simp only [Matrix.mul_assoc]
    _ = 0 := by rw [h, Matrix.mul_zero, Matrix.zero_mul]

end

end SpinOrbitElimination
```

```lean
#print axioms SpinOrbitElimination.eliminated_mulVec
#print axioms SpinOrbitElimination.scalar_hamiltonian_le
```

```
'SpinOrbitElimination.eliminated_mulVec' depends on axioms: [propext, Classical.choice, Quot.sound]
'SpinOrbitElimination.scalar_hamiltonian_le' depends on axioms: [propext, Classical.choice, Quot.sound]
```
